# Singles–doubles coupling by a two-body Hamiltonian: Fock, particle and hole terms

Double excitations $T\Phi$ are added to a Slater determinant $\Phi$ to describe electron correlation. Acting on $T\Phi$, the Hamiltonian $H$ can produce single excitations of $\Phi$. The amplitude of each single excitation in $HT\Phi$ is derived below.

```lean
import Mathlib

open Matrix Finset
open scoped Kronecker

namespace WickSinglesDoubles

variable {n m : Type*} [Fintype n] [DecidableEq n] [Fintype m] [DecidableEq m]

local notation "δ[" p ", " q "]" => (if p = q then (1 : ℂ) else 0)

/-- The canonical anticommutation relations for annihilators `a p` and creators `(a p)ᴴ`. -/
structure IsFermionic (a : n → Matrix m m ℂ) : Prop where
  anti : ∀ p q, a p * a q + a q * a p = 0
  mixed : ∀ p q, a p * (a q)ᴴ + (a q)ᴴ * a p = if p = q then 1 else 0

/-- `Φ` is a unit determinant in which exactly the modes in `O` are occupied. -/
structure IsDeterminant (a : n → Matrix m m ℂ) (O : Finset n) (Φ : m → ℂ) : Prop where
  unit : star Φ ⬝ᵥ Φ = 1
  occ : ∀ i ∈ O, (a i)ᴴ *ᵥ Φ = 0
  virt : ∀ c, c ∉ O → a c *ᵥ Φ = 0

/-- The matrix element `⟨φ, M ψ⟩`, linear in the operator `M`. -/
def bracket (φ ψ : m → ℂ) : Matrix m m ℂ →ₗ[ℂ] ℂ where
  toFun M := star φ ⬝ᵥ M *ᵥ ψ
  map_add' A B := by rw [add_mulVec, dotProduct_add]
  map_smul' x A := by rw [smul_mulVec, dotProduct_smul, RingHom.id_apply]

/-- The Hamiltonian with one-body coefficients `h` and two-body coefficients `v`, the latter with
the prefactor `1/4` that is conventional for antisymmetrized `v`. -/
noncomputable def hamiltonian (a : n → Matrix m m ℂ) (h : n → n → ℂ)
    (v : n → n → n → n → ℂ) : Matrix m m ℂ :=
  ∑ p, ∑ q, h p q • ((a p)ᴴ * a q) +
    (1 / 4 : ℂ) • ∑ p, ∑ q, ∑ r, ∑ s, v p q r s • ((a p)ᴴ * (a q)ᴴ * a s * a r)

/-- The double-excitation operator `T` with amplitudes `t`. -/
noncomputable def doubles (a : n → Matrix m m ℂ) (O : Finset n)
    (t : n → n → n → n → ℂ) : Matrix m m ℂ :=
  (1 / 4 : ℂ) • ∑ c ∈ Oᶜ, ∑ d ∈ Oᶜ, ∑ i ∈ O, ∑ j ∈ O,
    t c d i j • ((a c)ᴴ * (a d)ᴴ * a j * a i)

/-- The Fock matrix: `h` plus the mean field of the occupied modes. -/
def fock (h : n → n → ℂ) (v : n → n → n → n → ℂ) (O : Finset n) (p q : n) : ℂ :=
  h p q + ∑ k ∈ O, v p k q k

/-- The amplitudes `t c d i j`, set to zero unless `i, j` are occupied and `c, d` virtual. -/
def amplitude (O : Finset n) (t : n → n → n → n → ℂ) (c d i j : n) : ℂ :=
  if i ∈ O then if j ∈ O then if c ∈ Oᶜ then if d ∈ Oᶜ then t c d i j else 0 else 0 else 0 else 0

variable {a : n → Matrix m m ℂ} {O : Finset n} {Φ : m → ℂ} {t : n → n → n → n → ℂ}

omit [Fintype n] in
/-- Exchange rules for two neighbouring fermion operators acting on any state. -/
theorem exchange (hF : IsFermionic a) :
    (∀ p q ψ, a p *ᵥ a q *ᵥ ψ = -(a q *ᵥ a p *ᵥ ψ)) ∧
    (∀ p q ψ, (a p)ᴴ *ᵥ (a q)ᴴ *ᵥ ψ = -((a q)ᴴ *ᵥ (a p)ᴴ *ᵥ ψ)) ∧
    (∀ p q ψ, a p *ᵥ (a q)ᴴ *ᵥ ψ = δ[p, q] • ψ - (a q)ᴴ *ᵥ a p *ᵥ ψ) ∧
    (∀ q p ψ, (a q)ᴴ *ᵥ a p *ᵥ ψ = δ[p, q] • ψ - a p *ᵥ (a q)ᴴ *ᵥ ψ) := by
  have ab : ∀ p q ψ, a p *ᵥ (a q)ᴴ *ᵥ ψ + (a q)ᴴ *ᵥ a p *ᵥ ψ = δ[p, q] • ψ := by
    intro p q ψ
    rw [mulVec_mulVec, mulVec_mulVec, ← add_mulVec, hF.mixed]
    split_ifs <;> simp
  refine ⟨fun p q ψ => ?_, fun p q ψ => ?_, fun p q ψ => eq_sub_of_add_eq (ab p q ψ),
    fun q p ψ => eq_sub_of_add_eq' (ab p q ψ)⟩
  · rw [eq_neg_iff_add_eq_zero, mulVec_mulVec, mulVec_mulVec, ← add_mulVec, hF.anti, zero_mulVec]
  · rw [eq_neg_iff_add_eq_zero, mulVec_mulVec, mulVec_mulVec, ← add_mulVec, ← conjTranspose_mul,
      ← conjTranspose_mul, ← conjTranspose_add, hF.anti, conjTranspose_zero, zero_mulVec]

omit [Fintype n] [DecidableEq n] [DecidableEq m] in
/-- The bra of the determinant is killed by virtual creators and occupied annihilators. -/
theorem bra_annihilation (hO : ∀ i ∈ O, (a i)ᴴ *ᵥ Φ = 0) (hV : ∀ c, c ∉ O → a c *ᵥ Φ = 0) :
    (∀ c, c ∉ O → ∀ ψ, star Φ ⬝ᵥ (a c)ᴴ *ᵥ ψ = 0) ∧
    (∀ i ∈ O, ∀ ψ, star Φ ⬝ᵥ a i *ᵥ ψ = 0) := by
  have key : ∀ (A : Matrix m m ℂ) ψ, A *ᵥ Φ = 0 → star Φ ⬝ᵥ Aᴴ *ᵥ ψ = 0 := by
    intro A ψ hA
    rw [dotProduct_mulVec, ← star_mulVec, hA, star_zero, zero_dotProduct]
  refine ⟨fun c hc ψ => key _ ψ (hV c hc), fun i hi ψ => ?_⟩
  have := key _ ψ (hO i hi)
  rwa [conjTranspose_conjTranspose] at this

omit [DecidableEq m] in
/-- For any matrices `a` and vector `Φ`, the matrix element `⟨Φ, M T Φ⟩` is a quarter of the
`t`-weighted sum of the matrix elements of `M` between `Φ` and the terms of `TΦ`. -/
theorem doubles_expansion (a : n → Matrix m m ℂ) (O : Finset n) (t : n → n → n → n → ℂ)
    (Φ : m → ℂ) (M : Matrix m m ℂ) :
    star Φ ⬝ᵥ M *ᵥ doubles a O t *ᵥ Φ = 1 / 4 * ∑ c ∈ Oᶜ, ∑ d ∈ Oᶜ, ∑ i ∈ O, ∑ j ∈ O,
      t c d i j * (star Φ ⬝ᵥ M *ᵥ (a c)ᴴ *ᵥ (a d)ᴴ *ᵥ a j *ᵥ a i *ᵥ Φ) := by
  have e : star Φ ⬝ᵥ M *ᵥ doubles a O t *ᵥ Φ = bracket Φ Φ (M * doubles a O t) := by
    rw [mulVec_mulVec]; rfl
  rw [e, doubles]
  simp only [Matrix.mul_smul, Matrix.mul_sum, map_smul, map_sum, smul_eq_mul]
  simp only [bracket, LinearMap.coe_mk, AddHom.coe_mk, ← mulVec_mulVec]

/-- `TΦ` has no overlap with the determinant acted on by any one-body operator. -/
theorem no_singles (hF : IsFermionic a) (hΦ : IsDeterminant a O Φ) (p s : n) :
    star Φ ⬝ᵥ (a p)ᴴ *ᵥ a s *ᵥ doubles a O t *ᵥ Φ = 0 := by
  obtain ⟨-, bb, ab, -⟩ := exchange hF
  have bv := (bra_annihilation hΦ.occ hΦ.virt).1
  have e := doubles_expansion a O t Φ ((a p)ᴴ * a s)
  simp only [← mulVec_mulVec] at e
  rw [e]
  refine mul_eq_zero_of_right _ (sum_eq_zero fun c hc => sum_eq_zero fun d hd =>
    sum_eq_zero fun i _ => sum_eq_zero fun j _ => ?_)
  -- one of the two virtual creators always reaches the bra
  simp only [ab s c, mulVec_sub, mulVec_smul, bb p d, bb p c, dotProduct_sub, dotProduct_smul,
    dotProduct_neg, bv c (mem_compl.1 hc), bv d (mem_compl.1 hd), smul_zero, neg_zero, sub_zero,
    mul_zero]

/-- For pair-antisymmetric `t`, the two-body matrix elements between `Φ` and `TΦ` are the amplitudes
`t`, extended by zero. -/
theorem doubles_moment (hF : IsFermionic a) (hΦ : IsDeterminant a O Φ)
    (ht₁ : ∀ c d i j, t c d i j = -t d c i j) (ht₂ : ∀ c d i j, t c d i j = -t c d j i)
    (p q r s : n) :
    star Φ ⬝ᵥ (a p)ᴴ *ᵥ (a q)ᴴ *ᵥ a s *ᵥ a r *ᵥ doubles a O t *ᵥ Φ = amplitude O t r s p q := by
  obtain ⟨aa, bb, ab, ba⟩ := exchange hF
  obtain ⟨bv, bo⟩ := bra_annihilation hΦ.occ hΦ.virt
  have s0 := no_singles (t := t) hF hΦ
  unfold amplitude
  by_cases hp : p ∈ O
  swap
  · rw [if_neg hp, bv p hp]
  by_cases hq : q ∈ O
  swap
  · rw [if_pos hp, if_neg hq, bb p q, dotProduct_neg, bv q hq, neg_zero]
  rw [if_pos hp, if_pos hq]
  by_cases hr : r ∈ Oᶜ
  swap
  · have hr' : r ∈ O := by simpa using hr
    rw [if_neg hr]
    simp only [aa s r, ba q r, ba p r, mulVec_neg, mulVec_sub, mulVec_smul, dotProduct_neg,
      dotProduct_sub, dotProduct_smul, s0, bo r hr', smul_zero, sub_zero, neg_zero]
  by_cases hs : s ∈ Oᶜ
  swap
  · have hs' : s ∈ O := by simpa using hs
    rw [if_pos hr, if_neg hs]
    simp only [ba q s, ba p s, mulVec_sub, mulVec_smul, dotProduct_sub, dotProduct_smul, s0,
      bo s hs', smul_zero, sub_zero]
  rw [if_pos hr, if_pos hs]
  -- full contraction of the eight operators
  have w : ∀ c d i j, star Φ ⬝ᵥ (a p)ᴴ *ᵥ (a q)ᴴ *ᵥ a s *ᵥ a r *ᵥ (a c)ᴴ *ᵥ (a d)ᴴ *ᵥ
      a j *ᵥ a i *ᵥ Φ = (δ[r, c] * δ[s, d] - δ[r, d] * δ[s, c]) *
        (δ[j, q] * δ[i, p] - δ[i, q] * δ[j, p]) := by
    intro c d i j
    simp only [ab r, ab s, aa r j, aa r i, aa s j, aa s i, ba q j, ba q i, ba p j, ba p i,
      hΦ.virt r (mem_compl.1 hr), hΦ.virt s (mem_compl.1 hs), hΦ.occ p hp, hΦ.occ q hq,
      mulVec_sub, mulVec_smul, mulVec_zero, dotProduct_sub, dotProduct_smul, hΦ.unit,
      smul_eq_mul, neg_zero, sub_zero]
    ring
  have e := doubles_expansion a O t Φ ((a p)ᴴ * (a q)ᴴ * a s * a r)
  simp only [← mulVec_mulVec] at e
  rw [e]
  simp only [w, mul_sub, sum_sub_distrib, mul_ite, mul_one, mul_zero, sum_ite_irrel,
    sum_const_zero, sum_ite_eq, sum_ite_eq', hp, hq, hr, hs, if_true]
  linear_combination (-1 / 2) * ht₂ r s q p - 1 / 4 * ht₁ s r p q + 1 / 4 * ht₁ s r q p

/-- Three virtual annihilators remove `TΦ` from every matrix element with `Φ`. -/
theorem no_triples (hF : IsFermionic a) (hΦ : IsDeterminant a O Φ) {c r s : n}
    (hc : c ∉ O) (hr : r ∉ O) (hs : s ∉ O) (M : Matrix m m ℂ) :
    star Φ ⬝ᵥ M *ᵥ a c *ᵥ a s *ᵥ a r *ᵥ doubles a O t *ᵥ Φ = 0 := by
  obtain ⟨aa, -, ab, -⟩ := exchange hF
  have e := doubles_expansion a O t Φ (M * a c * a s * a r)
  simp only [← mulVec_mulVec] at e
  rw [e]
  refine mul_eq_zero_of_right _ (sum_eq_zero fun x _ => sum_eq_zero fun y _ =>
    sum_eq_zero fun i _ => sum_eq_zero fun j _ => ?_)
  simp only [ab r, ab s, aa r j, aa r i, aa s j, aa s i, aa c j, aa c i, hΦ.virt r hr,
    hΦ.virt s hs, hΦ.virt c hc, mulVec_neg, mulVec_sub, mulVec_smul, mulVec_zero, smul_zero,
    neg_zero, sub_zero, dotProduct_zero, mul_zero]

/-- In a three-body matrix element between `Φ` and `TΦ`, with `t` pair-antisymmetric, an occupied
annihilator `r` contracts with each of the three creators in turn. -/
theorem hole_contraction (hF : IsFermionic a) (hΦ : IsDeterminant a O Φ)
    (ht₁ : ∀ c d i j, t c d i j = -t d c i j) (ht₂ : ∀ c d i j, t c d i j = -t c d j i)
    {r : n} (hr : r ∈ O) (i p q c s : n) :
    star Φ ⬝ᵥ (a i)ᴴ *ᵥ (a p)ᴴ *ᵥ (a q)ᴴ *ᵥ a c *ᵥ a s *ᵥ a r *ᵥ doubles a O t *ᵥ Φ =
      δ[r, p] * amplitude O t c s i q - δ[r, q] * amplitude O t c s i p
        - δ[r, i] * amplitude O t c s p q := by
  obtain ⟨aa, -, -, ba⟩ := exchange hF
  have bo := (bra_annihilation hΦ.occ hΦ.virt).2
  simp only [aa s r, aa c r, aa c s, ba q r, ba p r, ba i r, mulVec_neg, mulVec_sub, mulVec_smul,
    dotProduct_neg, dotProduct_sub, dotProduct_smul, bo r hr, smul_eq_mul,
    doubles_moment hF hΦ ht₁ ht₂]
  ring

/-- Singles projection of `HTΦ` for pair-antisymmetric `v` and `t`, occupied `i` and virtual `c`:
a Fock term, a particle term and a hole term. -/
theorem singles_doubles_element (hF : IsFermionic a) (hΦ : IsDeterminant a O Φ)
    (h : n → n → ℂ) (v : n → n → n → n → ℂ)
    (hv₁ : ∀ p q r s, v p q r s = -v q p r s) (hv₂ : ∀ p q r s, v p q r s = -v p q s r)
    (ht₁ : ∀ c d i j, t c d i j = -t d c i j) (ht₂ : ∀ c d i j, t c d i j = -t c d j i)
    {i c : n} (hi : i ∈ O) (hc : c ∉ O) :
    bracket (((a c)ᴴ * a i) *ᵥ Φ) Φ (hamiltonian a h v * doubles a O t) =
      ∑ k ∈ O, ∑ d ∈ Oᶜ, fock h v O k d * t c d i k
      + 1 / 2 * ∑ k ∈ O, ∑ d ∈ Oᶜ, ∑ e ∈ Oᶜ, v c k d e * t d e i k
      - 1 / 2 * ∑ k ∈ O, ∑ l ∈ O, ∑ d ∈ Oᶜ, v k l i d * t c d k l := by
  obtain ⟨aa, -, ab, -⟩ := exchange hF
  have s0 := no_singles (t := t) hF hΦ
  have D := doubles_moment hF hΦ ht₁ ht₂
  have hc' : c ∈ Oᶜ := mem_compl.2 hc
  obtain ⟨G, hG⟩ : ∃ G : n → n → n → n → ℂ, ∀ p q r s, G p q r s = if r ∈ O then
      δ[r, p] * amplitude O t c s i q - δ[r, q] * amplitude O t c s i p
        - δ[r, i] * amplitude O t c s p q else 0 := ⟨_, fun _ _ _ _ => rfl⟩
  -- three-body moments: one of r, s must be a hole
  have d3 : ∀ p q r s, star Φ ⬝ᵥ (a i)ᴴ *ᵥ (a p)ᴴ *ᵥ (a q)ᴴ *ᵥ a c *ᵥ a s *ᵥ a r *ᵥ
      doubles a O t *ᵥ Φ = G p q r s - G p q s r := by
    intro p q r s
    by_cases hr : r ∈ O
    · have z : ∀ x y, amplitude O t c r x y = 0 := fun x y => by simp [amplitude, hr]
      rw [hole_contraction hF hΦ ht₁ ht₂ hr, hG, hG, if_pos hr]
      simp only [z, mul_zero, sub_zero, ite_self]
    by_cases hs : s ∈ O
    · rw [aa s r]
      simp only [mulVec_neg, dotProduct_neg]
      rw [hole_contraction hF hΦ ht₁ ht₂ hs, hG, hG, if_neg hr, if_pos hs, zero_sub]
    · have z := no_triples (t := t) hF hΦ hc hr hs ((a i)ᴴ * (a p)ᴴ * (a q)ᴴ)
      simp only [← mulVec_mulVec] at z
      rw [z, hG, hG, if_neg hr, if_neg hs, sub_zero]
  have m1 : ∀ p q, bracket Φ (doubles a O t *ᵥ Φ) ((a i)ᴴ * a c * ((a p)ᴴ * a q)) =
      amplitude O t c q i p := by
    intro p q
    simp only [bracket, LinearMap.coe_mk, AddHom.coe_mk, ← mulVec_mulVec, ab c p, aa c q,
      mulVec_sub, mulVec_smul, mulVec_neg, dotProduct_sub, dotProduct_smul, dotProduct_neg, s0, D,
      smul_zero, zero_sub, neg_neg]
  have m2 : ∀ p q r s, bracket Φ (doubles a O t *ᵥ Φ)
      ((a i)ᴴ * a c * ((a p)ᴴ * (a q)ᴴ * a s * a r)) = δ[c, p] * amplitude O t r s i q
        - δ[c, q] * amplitude O t r s i p + G p q r s - G p q s r := by
    intro p q r s
    simp only [bracket, LinearMap.coe_mk, AddHom.coe_mk, ← mulVec_mulVec, ab c p, ab c q,
      mulVec_sub, mulVec_smul, dotProduct_sub, dotProduct_smul, D, d3, smul_eq_mul]
    ring
  have e0 : bracket (((a c)ᴴ * a i) *ᵥ Φ) Φ (hamiltonian a h v * doubles a O t) =
      bracket Φ (doubles a O t *ᵥ Φ) ((a i)ᴴ * a c * hamiltonian a h v) := by
    simp only [bracket, LinearMap.coe_mk, AddHom.coe_mk]
    rw [star_mulVec, ← dotProduct_mulVec, conjTranspose_mul, conjTranspose_conjTranspose]
    simp only [mulVec_mulVec, Matrix.mul_assoc]
  -- contractions of c with the two creators of the interaction
  have Sa : ∑ p, ∑ q, ∑ r, ∑ s, v p q r s * (δ[c, p] * amplitude O t r s i q) =
      ∑ q, ∑ r, ∑ s, v c q r s * amplitude O t r s i q := by
    simp only [ite_mul, one_mul, zero_mul, mul_ite, mul_zero, sum_ite_irrel, sum_const_zero,
      sum_ite_eq, mem_univ, if_true]
  have Sb : ∑ p, ∑ q, ∑ r, ∑ s, v p q r s * (δ[c, q] * amplitude O t r s i p) =
      -∑ q, ∑ r, ∑ s, v c q r s * amplitude O t r s i q := by
    simp only [ite_mul, one_mul, zero_mul, mul_ite, mul_zero, sum_ite_irrel, sum_const_zero,
      sum_ite_eq, mem_univ, if_true, ← sum_neg_distrib]
    refine sum_congr rfl fun p _ => sum_congr rfl fun r _ => sum_congr rfl fun s _ => ?_
    rw [hv₁ p c r s]; ring
  -- contractions inside the interaction build the mean field
  have A1 : ∑ p, ∑ q, (if q ∈ O then ∑ s, v p q q s * amplitude O t c s i p else 0) =
      -∑ p, ∑ q, (∑ k ∈ O, v p k q k) * amplitude O t c q i p := by
    rw [← sum_neg_distrib]
    refine sum_congr rfl fun p _ => ?_
    rw [sum_ite_mem, univ_inter, sum_comm, ← sum_neg_distrib]
    refine sum_congr rfl fun s _ => ?_
    rw [sum_mul, ← sum_neg_distrib]
    refine sum_congr rfl fun k _ => ?_
    rw [hv₂ p k k s]; ring
  have A2 : ∑ p, ∑ q, (if p ∈ O then ∑ s, v p q p s * amplitude O t c s i q else 0) =
      ∑ p, ∑ q, (∑ k ∈ O, v p k q k) * amplitude O t c q i p := by
    rw [sum_comm]
    refine sum_congr rfl fun q _ => ?_
    rw [sum_ite_mem, univ_inter, sum_comm]
    refine sum_congr rfl fun s _ => ?_
    rw [sum_mul]
    refine sum_congr rfl fun k _ => ?_
    rw [hv₁ k q k s, hv₂ q k k s]; ring
  have inner : ∀ p q, ∑ r, ∑ s, v p q r s * G p q r s =
      (if p ∈ O then ∑ s, v p q p s * amplitude O t c s i q else 0)
      - (if q ∈ O then ∑ s, v p q q s * amplitude O t c s i p else 0)
      - ∑ s, v p q i s * amplitude O t c s p q := by
    intro p q
    simp only [hG, mul_ite, ite_mul, mul_sub, one_mul, zero_mul, mul_zero, sum_ite_irrel,
      sum_const_zero, sum_ite_mem, univ_inter, sum_sub_distrib, sum_ite_eq', hi, if_true]
  have Sc : ∑ p, ∑ q, ∑ r, ∑ s, v p q r s * G p q r s =
      2 * ∑ p, ∑ q, (∑ k ∈ O, v p k q k) * amplitude O t c q i p
      - ∑ p, ∑ q, ∑ s, v p q i s * amplitude O t c s p q := by
    simp only [inner, sum_sub_distrib]
    rw [A1, A2]; ring
  have Sd : ∑ p, ∑ q, ∑ r, ∑ s, v p q r s * G p q s r =
      -∑ p, ∑ q, ∑ r, ∑ s, v p q r s * G p q r s := by
    simp only [← sum_neg_distrib]
    refine sum_congr rfl fun p _ => sum_congr rfl fun q _ => ?_
    rw [sum_comm]
    refine sum_congr rfl fun s _ => sum_congr rfl fun r _ => ?_
    rw [hv₂ p q r s]; ring
  -- restrict the free sums to occupied and virtual modes
  have R1 : ∑ k ∈ O, ∑ d ∈ Oᶜ, fock h v O k d * t c d i k =
      ∑ p, ∑ q, h p q * amplitude O t c q i p
      + ∑ p, ∑ q, (∑ k ∈ O, v p k q k) * amplitude O t c q i p := by
    simp only [← sum_add_distrib, ← add_mul]
    simp only [fock, amplitude, hi, hc', if_true, mul_ite, mul_zero, sum_ite_irrel,
      sum_const_zero, sum_ite_mem, univ_inter]
  have R2 : ∑ k ∈ O, ∑ d ∈ Oᶜ, ∑ e ∈ Oᶜ, v c k d e * t d e i k =
      ∑ q, ∑ r, ∑ s, v c q r s * amplitude O t r s i q := by
    simp only [amplitude, hi, if_true, mul_ite, mul_zero, sum_ite_irrel, sum_const_zero,
      sum_ite_mem, univ_inter]
  have R3 : ∑ k ∈ O, ∑ l ∈ O, ∑ d ∈ Oᶜ, v k l i d * t c d k l =
      ∑ p, ∑ q, ∑ s, v p q i s * amplitude O t c s p q := by
    simp only [amplitude, hc', if_true, mul_ite, mul_zero, sum_ite_irrel, sum_const_zero,
      sum_ite_mem, univ_inter]
  rw [e0, hamiltonian]
  simp only [Matrix.mul_add, Matrix.mul_smul, Matrix.mul_sum, map_add, map_smul, map_sum,
    smul_eq_mul, m1, m2]
  simp only [mul_add, mul_sub, sum_add_distrib, sum_sub_distrib]
  linear_combination 1 / 4 * Sa - 1 / 4 * Sb + 1 / 2 * Sc - 1 / 4 * Sd - R1 - 1 / 2 * R2
    + 1 / 2 * R3

/-- The annihilator of a single mode. -/
def lower : Matrix (Fin 2) (Fin 2) ℂ := !![0, 1; 0, 0]

/-- The parity of a single mode. -/
def parity : Matrix (Fin 2) (Fin 2) ℂ := !![1, 0; 0, -1]

/-- The Jordan–Wigner annihilators of four modes. -/
def jordanWigner : Fin 4 → Matrix (Fin 2 × Fin 2 × Fin 2 × Fin 2) (Fin 2 × Fin 2 × Fin 2 × Fin 2) ℂ
  | 0 => lower ⊗ₖ (1 ⊗ₖ (1 ⊗ₖ 1))
  | 1 => parity ⊗ₖ (lower ⊗ₖ (1 ⊗ₖ 1))
  | 2 => parity ⊗ₖ (parity ⊗ₖ (lower ⊗ₖ 1))
  | 3 => parity ⊗ₖ (parity ⊗ₖ (parity ⊗ₖ lower))

/-- The four Jordan–Wigner modes are fermionic, and the basis state with the first two modes
filled is a unit determinant. -/
theorem jordanWigner_witness : IsFermionic jordanWigner ∧
    IsDeterminant jordanWigner {0, 1} (Pi.single (1, 1, 0, 0) 1) := by
  have f1 : lower * lower = 0 := by
    ext i j; fin_cases i <;> fin_cases j <;> simp [lower]
  have f2 : lower * parity = (-1 : ℂ) • lower := by
    ext i j; fin_cases i <;> fin_cases j <;> simp [lower, parity]
  have f3 : parity * lower = lower := by
    ext i j; fin_cases i <;> fin_cases j <;> simp [lower, parity]
  have f4 : parity * parity = 1 := by
    ext i j; fin_cases i <;> fin_cases j <;> simp [parity]
  have f5 : parityᴴ = parity := by
    ext i j; fin_cases i <;> fin_cases j <;> simp [parity]
  have f6 : lowerᴴ * parity = lowerᴴ := by
    ext i j; fin_cases i <;> fin_cases j <;> simp [lower, parity, Matrix.mul_apply]
  have f7 : parity * lowerᴴ = (-1 : ℂ) • lowerᴴ := by
    ext i j; fin_cases i <;> fin_cases j <;> simp [lower, parity, Matrix.mul_apply]
  have f8 : lower * lowerᴴ = 1 + (-1 : ℂ) • (lowerᴴ * lower) := by
    ext i j; fin_cases i <;> fin_cases j <;> simp [lower, Matrix.mul_apply]
  refine ⟨⟨fun p q => ?_, fun p q => ?_⟩, ⟨by simp, fun i hi => ?_, fun c hc => ?_⟩⟩
  · fin_cases p <;> fin_cases q <;>
      simp only [jordanWigner, Fin.zero_eta, Fin.mk_one, Fin.reduceFinMk, ← mul_kronecker_mul,
        Matrix.mul_one, Matrix.one_mul, f1, f2, f3, f4, smul_kronecker, kronecker_smul,
        zero_kronecker, kronecker_zero] <;> module
  · fin_cases p <;> fin_cases q <;>
      simp only [jordanWigner, Fin.zero_eta, Fin.mk_one, Fin.reduceFinMk, Fin.reduceEq,
        zero_ne_one, one_ne_zero, if_true, if_false, conjTranspose_kronecker, conjTranspose_one,
        ← mul_kronecker_mul, Matrix.mul_one, Matrix.one_mul, f2, f3, f4, f5, f6, f7, f8,
        smul_kronecker, kronecker_smul, add_kronecker, kronecker_add, one_kronecker_one] <;> module
  · simp only [mem_insert, mem_singleton] at hi
    rcases hi with rfl | rfl <;> ext ⟨x, y, z, w⟩ <;> fin_cases x <;> fin_cases y <;>
      simp [jordanWigner, lower, parity, kroneckerMap_apply]
  · have hc' : c = 2 ∨ c = 3 := by
      revert c; decide
    rcases hc' with rfl | rfl <;> ext ⟨x, y, z, w⟩ <;> fin_cases z <;> fin_cases w <;>
      simp [jordanWigner, lower, parity, kroneckerMap_apply]

end WickSinglesDoubles
```

```lean
#print axioms WickSinglesDoubles.singles_doubles_element
```

```
'WickSinglesDoubles.singles_doubles_element' depends on axioms: [propext, Classical.choice, Quot.sound]
```

For occupied $i$ and virtual $c$, `singles_doubles_element` states

$$\langle a_c^\dagger a_i\Phi,HT\Phi\rangle=\sum f_{kd}t_{cdik}+\tfrac12\sum v_{ckde}t_{deik}-\tfrac12\sum v_{klid}t_{cdkl},$$

with $k,l$ occupied and $d,e$ virtual. In the coupled-cluster singles equations this is the term that contains doubles amplitudes and no others, here for finitely many modes.

The matrix `a p` removes an electron from spin orbital $p$, and `IsFermionic` imposes the anticommutation relations. `IsDeterminant` makes $\Phi$ a unit vector with exactly the modes in `O` filled. `hamiltonian` and `doubles` are $H$ and $T$; $h$ is the one-body part, $v$ the interaction (direct minus exchange), and $t$ the amplitudes. Both $v$ and $t$ are antisymmetric in each index pair. `fock` is $f_{pq}=h_{pq}+\sum_k v_{pkqk}$. Neither Hermiticity nor a Hartree–Fock condition is assumed. Truncating the electronic problem to a finite orbital basis is a separate approximation. `jordanWigner_witness` supplies a four-mode example.

Write $\langle X\rangle=\langle\Phi,XT\Phi\rangle$, and let $\tau$ (`amplitude`) be $t$ extended by zero. In $\langle a_p^\dagger a_s\rangle$, $a_s$ contracts with at most one virtual creator of $T$; the other reaches the bra and gives zero (`no_singles`). For $p,q$ occupied and $r,s$ virtual, `doubles_moment` contracts $a_p^\dagger a_q^\dagger a_sa_r$ with each term $a_c^\dagger a_d^\dagger a_ja_i$ of $T$, where $c,d,i,j$ are summation indices:

$$(\delta_{rc}\delta_{sd}-\delta_{rd}\delta_{sc})(\delta_{ip}\delta_{jq}-\delta_{iq}\delta_{jp}).$$

The four equal terms cancel the $\tfrac14$ in $T$, so $\langle a_p^\dagger a_q^\dagger a_sa_r\rangle=\tau_{rspq}$; other index choices give zero.

The required element is $\langle a_i^\dagger a_cH\rangle$, with $i$ and $c$ again the fixed labels of the single excitation. Moving $a_c$ right gives, for the one-body part (`m1`), where the contraction term $\delta_{cp}\langle a_i^\dagger a_q\rangle$ vanishes by `no_singles`,

$$\langle a_i^\dagger a_ca_p^\dagger a_q\rangle=-\langle a_i^\dagger a_p^\dagger a_ca_q\rangle=\tau_{cqip},$$

and for the two-body part (`m2`)

$$\delta_{cp}\tau_{rsiq}-\delta_{cq}\tau_{rsip}+\langle a_i^\dagger a_p^\dagger a_q^\dagger a_ca_sa_r\rangle.$$

Weighted by $\tfrac14v_{pqrs}$, the first two terms are equal and sum to the particle term (`Sa`, `Sb`). The last vanishes if $r,s$ are both virtual (`no_triples`) or both occupied. For $r$ occupied, `hole_contraction` moves $a_r$ to the bra:

$$\delta_{rp}\tau_{csiq}-\delta_{rq}\tau_{csip}-\delta_{ri}\tau_{cspq}.$$

Occupied $s$ contributes equally (`Sd`), making the prefactor $\tfrac12$. The first two deltas each give half of $\sum_kv_{pksk}\tau_{csip}$ (`A1`, `A2`), completing $h$ to $f$; the third gives the hole term.

In Lean, `simp only` applies the `exchange` rules, and `linear_combination` adds the sums.
